# Zero-variance estimator of a diagonal observable at a nondegenerate, nowhere-zero eigenstate

## Noise that remains at an exact eigenstate

A variational Monte Carlo run samples configurations x with probability proportional to ψ(x)². If ψ is an exact eigenstate, the local energy

E_L(x) = (Hψ)(x)/ψ(x)

is the same at every x, and the energy has no statistical error. A diagonal observable O(x), such as a site occupation, generally still fluctuates. Can an added term remove this noise too?

With an auxiliary real vector χ, take the estimator

A_χ(x) = O(x) + [(Hχ)(x) − E_L(x)χ(x)]/ψ(x).

## The condition on χ

Let H be a real symmetric matrix on a finite, nonempty configuration set, with Hψ = Eψ and ψ(x) ≠ 0 everywhere. Write ⟨a,b⟩ = Σ_x a(x)b(x), ‖a‖² = ⟨a,a⟩, and let Ō = Σ_x ψ(x)²O(x)/‖ψ‖² be the average of O.

Since E_L = E, multiplying the estimator by ψ gives

ψ(x)A_χ(x) = O(x)ψ(x) + ((H − E)χ)(x).

Hence A_χ equals a constant c everywhere exactly when

(H − E)χ = (c − O)ψ.

Symmetry gives ⟨ψ,(H − E)χ⟩ = ⟨(H − E)ψ,χ⟩ = 0. Taking the product of the condition with ψ therefore yields

0 = c‖ψ‖² − Σ_x ψ(x)²O(x),

so c = Ō. The condition is then the first-order perturbation equation for the response of ψ to H + λO, with λ a small coupling.

## Existence and uniqueness

Assume also that E is nondegenerate. Put b = (Ō − O)ψ, which is orthogonal to ψ, and define

Tχ = (H − E)χ + ⟨ψ,χ⟩ψ.

Then ⟨ψ,Tχ⟩ = ⟨ψ,χ⟩‖ψ‖². If Tχ = 0, it follows that ⟨ψ,χ⟩ = 0 and (H − E)χ = 0. Nondegeneracy gives χ = aψ for some number a, and orthogonality gives a = 0. So T is injective and, in finite dimension, surjective.

Solve Tχ = b. Because ⟨ψ,b⟩ = 0, also ⟨ψ,χ⟩ = 0, and the equation reduces to (H − E)χ = b. Two such solutions differ by an eigenvector of energy E orthogonal to ψ, which is zero.

## The error from an imperfect χ

Let χ₀ be a solution. For any χ, subtracting its equation gives

ψ(x)[A_χ(x) − Ō] = ((H − E)(χ − χ₀))(x).

Squaring, summing over x and dividing by ‖ψ‖² gives the mean square deviation from Ō:

‖(H − E)(χ − χ₀)‖²/‖ψ‖².

It is quadratic in the error of χ.

## Degeneracy can block the cancellation

Take two sites, H = 0, ψ = (1, 1)/√2 and O = (1, −1). Everything holds except nondegeneracy. The added term vanishes for every χ, so the estimator remains O and is never constant.

## In a Monte Carlo code

At each sampled configuration the code already has E_L(x). It also evaluates (Hχ)(x), on a lattice by summing over the configurations that H connects to x, and accumulates A_χ(x). In practice χ can be a parametrised form whose coefficients are fitted to reduce the sample variance. For a finite real symmetric H and an exact eigenstate ψ that is nondegenerate and nowhere zero, the theorem says that a suitable χ removes the fluctuations of O entirely. An approximate ψ does not satisfy its eigenvalue hypothesis.

## Reading the Lean statement

The finite type `n` is the configuration set, `H *ᵥ ψ` is Hψ, and `ψ ⬝ᵥ χ` is ⟨ψ,χ⟩. The function `average` divides by ‖ψ‖², so ψ need not be normalised. In `zero_variance`, `hψ` is the eigenvalue equation, `h0` excludes zeros of ψ, and `hnd` states nondegeneracy: every eigenvector of energy E is a multiple of ψ. The symbol `∃!` means that exactly one χ satisfies both orthogonality and constancy.

The eigenstate is assumed, not computed, and need not be the ground state. It may change sign between configurations. Continuous space, wave functions that vanish at some configuration and non-diagonal observables are not covered.

```lean
import Mathlib

open Matrix

namespace ZeroVarianceEstimator

noncomputable section

variable {n : Type*} [Fintype n]

/-- The local energy `(H ψ)(x) / ψ(x)`, for configurations with `ψ(x) ≠ 0`. -/
def localEnergy (H : Matrix n n ℝ) (ψ : n → ℝ) (x : n) : ℝ :=
  (H *ᵥ ψ) x / ψ x

/-- The average of `f` over configurations weighted with `ψ²`, for `ψ ≠ 0`. -/
def average (ψ f : n → ℝ) : ℝ :=
  (∑ x, ψ x ^ 2 * f x) / ∑ x, ψ x ^ 2

/-- The estimator `O + ((H - E_L) χ) / ψ` of a diagonal observable `O`, with auxiliary
function `χ`, for configurations with `ψ(x) ≠ 0`. -/
def estimator (H : Matrix n n ℝ) (ψ χ O : n → ℝ) (x : n) : ℝ :=
  O x + ((H *ᵥ χ) x - localEnergy H ψ x * χ x) / ψ x

/-- For a nowhere-zero eigenstate `ψ` of energy `E`, the estimator multiplied by `ψ` is
`O ψ + (H - E) χ`. -/
theorem mul_estimator {H : Matrix n n ℝ} {ψ : n → ℝ} {E : ℝ}
    (hψ : H *ᵥ ψ = E • ψ) (h0 : ∀ x, ψ x ≠ 0) (χ O : n → ℝ) (x : n) :
    ψ x * estimator H ψ χ O x = ψ x * O x + ((H *ᵥ χ) x - E * χ x) := by
  have hx := h0 x
  -- the local energy of an eigenstate is its eigenvalue
  have hE : localEnergy H ψ x = E := by
    unfold localEnergy
    rw [hψ, Pi.smul_apply, smul_eq_mul]
    field_simp
  have hd : ψ x * (((H *ᵥ χ) x - E * χ x) / ψ x) = (H *ᵥ χ) x - E * χ x := by
    field_simp
  unfold estimator
  rw [hE, mul_add, hd]

/-- For a nowhere-zero eigenstate `ψ` of energy `E`, the estimator has the same value `c` at
every configuration exactly when `(H - E) χ = (c - O) ψ`. -/
theorem estimator_const_iff {H : Matrix n n ℝ} {ψ : n → ℝ} {E : ℝ}
    (hψ : H *ᵥ ψ = E • ψ) (h0 : ∀ x, ψ x ≠ 0) (χ O : n → ℝ) (c : ℝ) :
    (∀ x, estimator H ψ χ O x = c) ↔
      ∀ x, (H *ᵥ χ) x - E * χ x = (c - O x) * ψ x := by
  constructor
  · intro h x
    have hm := mul_estimator hψ h0 χ O x
    rw [h x] at hm
    linear_combination -hm
  · intro h x
    apply mul_left_cancel₀ (h0 x)
    linear_combination mul_estimator hψ h0 χ O x + h x

/-- For symmetric `H` with eigenstate `ψ` of energy `E`, every vector `(H - E) χ` is
orthogonal to `ψ`. -/
theorem eigenstate_orthogonal {H : Matrix n n ℝ} {ψ : n → ℝ} {E : ℝ}
    (hH : H.IsSymm) (hψ : H *ᵥ ψ = E • ψ) (χ : n → ℝ) :
    ∑ x, ψ x * ((H *ᵥ χ) x - E * χ x) = 0 := by
  -- let H act to the left on its eigenstate
  have h : ψ ⬝ᵥ (H *ᵥ χ) = E * (ψ ⬝ᵥ χ) := by
    rw [Matrix.dotProduct_mulVec, ← Matrix.mulVec_transpose, hH.eq, hψ,
      smul_dotProduct, smul_eq_mul]
  have h2 : ∑ x, ψ x * (E * χ x) = E * ∑ x, ψ x * χ x := by
    rw [Finset.mul_sum]
    exact Finset.sum_congr rfl fun x _ => by ring
  simp only [mul_sub, Finset.sum_sub_distrib]
  rw [h2]
  exact sub_eq_zero.mpr h

private lemma norm_pos {ψ : n → ℝ} (h : ψ ≠ 0) : 0 < ∑ x, ψ x ^ 2 := by
  obtain ⟨x, hx⟩ := Function.ne_iff.mp h
  have hx' : ψ x ≠ 0 := hx
  exact Finset.sum_pos' (fun y _ => sq_nonneg (ψ y)) ⟨x, Finset.mem_univ x, by positivity⟩

private lemma sum_source (ψ O : n → ℝ) (c : ℝ) :
    ∑ x, ψ x * ((c - O x) * ψ x) = c * ∑ x, ψ x ^ 2 - ∑ x, ψ x ^ 2 * O x := by
  rw [Finset.mul_sum, ← Finset.sum_sub_distrib]
  exact Finset.sum_congr rfl fun x _ => by ring

/-- For symmetric `H` with eigenstate `ψ ≠ 0` of energy `E`, the equation
`(H - E) χ = (c - O) ψ` can hold only if `c` is the `ψ²`-average of `O`. -/
theorem constant_eq_average {H : Matrix n n ℝ} {ψ χ O : n → ℝ} {E c : ℝ}
    (hH : H.IsSymm) (hψ : H *ᵥ ψ = E • ψ) (h0 : ψ ≠ 0)
    (hχ : ∀ x, (H *ᵥ χ) x - E * χ x = (c - O x) * ψ x) : c = average ψ O := by
  have h := eigenstate_orthogonal hH hψ χ
  simp only [hχ] at h
  rw [sum_source] at h
  unfold average
  rw [eq_div_iff (norm_pos h0).ne']
  linarith

private lemma eq_zero_of_orthogonal {H : Matrix n n ℝ} {ψ v : n → ℝ} {E : ℝ} (h0 : ψ ≠ 0)
    (hnd : ∀ φ : n → ℝ, H *ᵥ φ = E • φ → ∃ a : ℝ, φ = a • ψ)
    (hv : H *ᵥ v = E • v) (ho : ψ ⬝ᵥ v = 0) : v = 0 := by
  obtain ⟨a, ha⟩ := hnd v hv
  have hn : ψ ⬝ᵥ ψ = ∑ x, ψ x ^ 2 := by simp only [dotProduct, sq]
  rw [ha, dotProduct_smul, smul_eq_mul, hn] at ho
  rw [ha, (mul_eq_zero.mp ho).resolve_right (norm_pos h0).ne', zero_smul]

/-- For symmetric `H` with nondegenerate eigenstate `ψ ≠ 0` of energy `E`, the equation
`(H - E) χ = b` has a solution orthogonal to `ψ` whenever `b` is orthogonal to `ψ`. -/
theorem exists_response {H : Matrix n n ℝ} {ψ b : n → ℝ} {E : ℝ}
    (hH : H.IsSymm) (hψ : H *ᵥ ψ = E • ψ) (h0 : ψ ≠ 0)
    (hnd : ∀ φ : n → ℝ, H *ᵥ φ = E • φ → ∃ a : ℝ, φ = a • ψ)
    (hb : ∑ x, ψ x * b x = 0) :
    ∃ χ : n → ℝ, ψ ⬝ᵥ χ = 0 ∧ ∀ x, (H *ᵥ χ) x - E * χ x = b x := by
  -- adding ‖ψ‖² times the projector on ψ to H - E gives an invertible map
  let T : (n → ℝ) →ₗ[ℝ] (n → ℝ) :=
    { toFun := fun χ x => (H *ᵥ χ) x - E * χ x + (ψ ⬝ᵥ χ) * ψ x
      map_add' := by
        intro u v
        ext x
        simp only [Matrix.mulVec_add, dotProduct_add, Pi.add_apply]
        ring
      map_smul' := by
        intro r u
        ext x
        simp only [Matrix.mulVec_smul, dotProduct_smul, Pi.smul_apply, smul_eq_mul,
          RingHom.id_apply]
        ring }
  have hT : ∀ χ x, T χ x = (H *ᵥ χ) x - E * χ x + (ψ ⬝ᵥ χ) * ψ x := fun _ _ => rfl
  have key : ∀ χ, ∑ x, ψ x * T χ x = (ψ ⬝ᵥ χ) * ∑ x, ψ x ^ 2 := by
    intro χ
    rw [← zero_add ((ψ ⬝ᵥ χ) * _), ← eigenstate_orthogonal hH hψ χ, Finset.mul_sum,
      ← Finset.sum_add_distrib]
    exact Finset.sum_congr rfl fun x _ => by rw [hT]; ring
  have orth : ∀ χ, ∑ x, ψ x * T χ x = 0 → ψ ⬝ᵥ χ = 0 := by
    intro χ h
    rw [key] at h
    exact (mul_eq_zero.mp h).resolve_right (norm_pos h0).ne'
  have inj : Function.Injective T := by
    apply (injective_iff_map_eq_zero T).mpr
    intro v hv
    have ho : ψ ⬝ᵥ v = 0 := orth v (by simp [hv])
    refine eq_zero_of_orthogonal h0 hnd ?_ ho
    ext x
    have hx := hT v x
    rw [hv, ho, Pi.zero_apply] at hx
    rw [Pi.smul_apply, smul_eq_mul]
    linarith
  obtain ⟨χ, hχ⟩ := LinearMap.injective_iff_surjective.mp inj b
  have ho : ψ ⬝ᵥ χ = 0 := orth χ (by rw [hχ]; exact hb)
  refine ⟨χ, ho, fun x => ?_⟩
  have hx := hT χ x
  rw [hχ, ho] at hx
  linarith

/-- Zero-variance principle: for symmetric `H` with a nowhere-zero, nondegenerate eigenstate
`ψ`, exactly one `χ` orthogonal to `ψ` makes the estimator equal to the `ψ²`-average of `O`
at every configuration. -/
theorem zero_variance [Nonempty n] {H : Matrix n n ℝ} {ψ : n → ℝ} {E : ℝ}
    (hH : H.IsSymm) (hψ : H *ᵥ ψ = E • ψ) (h0 : ∀ x, ψ x ≠ 0)
    (hnd : ∀ φ : n → ℝ, H *ᵥ φ = E • φ → ∃ a : ℝ, φ = a • ψ) (O : n → ℝ) :
    ∃! χ : n → ℝ, ψ ⬝ᵥ χ = 0 ∧ ∀ x, estimator H ψ χ O x = average ψ O := by
  have hne : ψ ≠ 0 := fun h => h0 (Classical.arbitrary n) (congrFun h _)
  -- the source (Ō - O) ψ is orthogonal to ψ
  have hb : ∑ x, ψ x * ((average ψ O - O x) * ψ x) = 0 := by
    rw [sum_source, sub_eq_zero]
    exact div_mul_cancel₀ _ (norm_pos hne).ne'
  obtain ⟨χ, ho, hχ⟩ := exists_response hH hψ hne hnd hb
  refine ⟨χ, ⟨ho, (estimator_const_iff hψ h0 χ O _).mpr hχ⟩, ?_⟩
  rintro χ' ⟨ho', hc'⟩
  have hχ' := (estimator_const_iff hψ h0 χ' O _).mp hc'
  -- two solutions differ by an eigenvector orthogonal to ψ
  apply sub_eq_zero.mp
  refine eq_zero_of_orthogonal hne hnd ?_ (by rw [dotProduct_sub, ho, ho', sub_zero])
  ext x
  simp only [Matrix.mulVec_sub, Pi.sub_apply, Pi.smul_apply, smul_eq_mul]
  linear_combination hχ' x - hχ x

/-- Let `ψ` be a nowhere-zero eigenstate of energy `E` and let `χ₀` solve
`(H - E) χ₀ = (Ō - O) ψ`, with `Ō` the `ψ²`-average of `O`. For any `χ` the mean square
deviation of the estimator from `Ō` is `‖(H - E)(χ - χ₀)‖² / ‖ψ‖²`. -/
theorem mean_square_deviation {H : Matrix n n ℝ} {ψ χ₀ O : n → ℝ} {E : ℝ}
    (hψ : H *ᵥ ψ = E • ψ) (h0 : ∀ x, ψ x ≠ 0)
    (hχ₀ : ∀ x, (H *ᵥ χ₀) x - E * χ₀ x = (average ψ O - O x) * ψ x) (χ : n → ℝ) :
    average ψ (fun x => (estimator H ψ χ O x - average ψ O) ^ 2) =
      (∑ x, ((H *ᵥ (χ - χ₀)) x - E * (χ - χ₀) x) ^ 2) / ∑ x, ψ x ^ 2 := by
  generalize average ψ O = c at *
  unfold average
  congr 1
  refine Finset.sum_congr rfl fun x _ => ?_
  have hx : (H *ᵥ (χ - χ₀)) x - E * (χ - χ₀) x = ψ x * (estimator H ψ χ O x - c) := by
    simp only [Matrix.mulVec_sub, Pi.sub_apply]
    linear_combination -mul_estimator hψ h0 χ O x - hχ₀ x
  rw [hx]
  ring

/-- Two sites with hopping `-1`: the uniform state is a nondegenerate eigenstate of energy
`-1`, and with `χ = (-1/2, 1/2)` the estimator of `O = (1, -1)` is zero on both sites. -/
theorem zero_variance_witness :
    (!![0, -1; -1, 0] : Matrix (Fin 2) (Fin 2) ℝ).IsSymm ∧
    (!![0, -1; -1, 0] : Matrix (Fin 2) (Fin 2) ℝ) *ᵥ ![1, 1] = (-1 : ℝ) • ![1, 1] ∧
    (∀ φ : Fin 2 → ℝ, !![0, -1; -1, 0] *ᵥ φ = (-1 : ℝ) • φ → ∃ a : ℝ, φ = a • ![1, 1]) ∧
    ∀ x, estimator !![0, -1; -1, 0] ![1, 1] ![-1 / 2, 1 / 2] ![1, -1] x = 0 := by
  refine ⟨?_, ?_, ?_, ?_⟩
  · ext i j
    fin_cases i <;> fin_cases j <;> simp
  · ext i
    fin_cases i <;> simp [Matrix.mulVec, dotProduct, Fin.sum_univ_two]
  · intro φ h
    have h1 : φ 1 = φ 0 := by
      have h2 := congrFun h 0
      simp [Matrix.mulVec, dotProduct, Fin.sum_univ_two] at h2
      linarith
    refine ⟨φ 0, ?_⟩
    ext i
    fin_cases i <;> simp [h1]
  · intro x
    fin_cases x <;>
      norm_num [estimator, localEnergy, Matrix.mulVec, dotProduct, Fin.sum_univ_two]

end

end ZeroVarianceEstimator
```

```lean
#print axioms ZeroVarianceEstimator.constant_eq_average
-- 'ZeroVarianceEstimator.constant_eq_average' depends on axioms: [propext, Classical.choice, Quot.sound]
#print axioms ZeroVarianceEstimator.zero_variance
-- 'ZeroVarianceEstimator.zero_variance' depends on axioms: [propext, Classical.choice, Quot.sound]
#print axioms ZeroVarianceEstimator.mean_square_deviation
-- 'ZeroVarianceEstimator.mean_square_deviation' depends on axioms: [propext, Classical.choice, Quot.sound]
```

## From the derivation to the proof

`mul_estimator` is the multiplied identity, and `estimator_const_iff` cancels ψ(x) to obtain the condition on χ. `eigenstate_orthogonal` moves H onto ψ by symmetry; `constant_eq_average` then fixes c.

`exists_response` builds `T` as a linear map. Its steps `key` and `orth` compute ⟨ψ,Tχ⟩ and deduce orthogonality, `inj` proves injectivity, and `LinearMap.injective_iff_surjective` supplies the solution. `eq_zero_of_orthogonal` serves both injectivity and the uniqueness part of `zero_variance`.

`mean_square_deviation` proves the error formula term by term. It takes χ₀ as given and needs neither symmetry nor nondegeneracy.

`zero_variance_witness` checks a two-site hopping model with O = (1, −1). In normalised form, ψ = (1, 1)/√2 and χ = (−1, 1)/(2√2); the file scales both by √2, which leaves the estimator unchanged at zero.
